# Adding a basis function can lower the ground-state polarizability

A molecule in a weak static electric field develops an induced dipole, and the polarizability measures how strongly it responds. Suppose it is computed in a finite orthonormal basis, by diagonalizing the Hamiltonian and summing over all the resulting states. Enlarging the basis can never raise the ground-state energy. Does the polarizability also move in only one direction, growing as more functions become available for the response? A model with two basis functions, to which a third is added, settles the question.

## The model and the sum over states

```lean
import Mathlib

open Matrix

namespace PolarizabilityNotVariational

noncomputable section

variable {n : Type*} [Fintype n] [DecidableEq n]
```

States are real vectors. The component of state k on basis function i is written v_k(i), which is `v k i` in Lean, and its energy is E_k. The structure `IsEigenbasis` says that the v_k are orthonormal, that H v_k = E_k v_k, and that there are as many states as basis functions. It fixes neither the signs nor the order of the states.

```lean
/-- The vectors `v k` are orthonormal eigenvectors of the Hamiltonian matrix `H` with
energies `E k`, one for each basis function. -/
structure IsEigenbasis (H : Matrix n n ℝ) (E : n → ℝ) (v : n → n → ℝ) : Prop where
  orthonormal : ∀ k l, v k ⬝ᵥ v l = if k = l then 1 else 0
  eigen : ∀ k, H *ᵥ v k = E k • v k
```

For a field of strength F the Hamiltonian is H + F X, where X is one component of the dipole operator up to sign. With the second-order energy shift written as −½ α F², the polarizability of state g is

α = 2 Σ_{k≠g} (v_k · X v_g)² / (E_k − E_g).

Lean sets division by zero to zero, so a state degenerate with g would silently drop out of this sum; part (h) rules that out for the large basis, and the small one has the distinct levels 0 and d.

```lean
/-- The static sum-over-states polarizability of the state `g` for the perturbation `X`,
meant for a state `g` whose energy is nondegenerate. -/
def polarizability (X : Matrix n n ℝ) (E : n → ℝ) (v : n → n → ℝ) (g : n) : ℝ :=
  2 * ∑ k ∈ Finset.univ.erase g, (v k ⬝ᵥ X *ᵥ v g) ^ 2 / (E k - E g)
```

The small basis holds e₀, at energy zero, and e₁, at energy d > 0. The perturbation connects the two.

```lean
/-- The Hamiltonian in the basis `e₀, e₁`. -/
def hSmall (d : ℝ) : Matrix (Fin 2) (Fin 2) ℝ := !![0, 0; 0, d]

/-- The perturbation in the basis `e₀, e₁`. -/
def xSmall : Matrix (Fin 2) (Fin 2) ℝ := !![0, 1; 1, 0]
```

The added function e₂ has energy f, which may be any real number. It mixes with e₀ through the matrix element c, as a further function of the same symmetry would. The model gives e₂ no dipole matrix elements at all. This is an idealisation: the new function can improve the ground state but opens no new path for the response.

```lean
/-- The Hamiltonian after a function `e₂` of energy `f`, coupled to `e₀` by `c`, is added. -/
def hBig (c d f : ℝ) : Matrix (Fin 3) (Fin 3) ℝ := !![0, 0, c; 0, d, 0; c, 0, f]

/-- The perturbation in the enlarged basis; it connects only `e₀` and `e₁`. -/
def xBig : Matrix (Fin 3) (Fin 3) ℝ := !![0, 1, 0; 1, 0, 0; 0, 0, 0]
```

## (a) The small model is a truncation of the large one

Show that the two models agree on the functions they share: for i, j ∈ {0, 1},

(H_big)_ij = (H_small)_ij and (X_big)_ij = (X_small)_ij.

**Solution.** Delete the last row and column of each large matrix. What remains is [[0, 0], [0, d]] for H and [[0, 1], [1, 0]] for X. In Lean, `Fin.castSucc` places the indices 0, 1 among 0, 1, 2, and the four entries are compared one by one.

```lean
/-- Deleting `e₂` from the large basis gives back the small Hamiltonian and perturbation. -/
theorem truncation (c d f : ℝ) :
    (hBig c d f).submatrix Fin.castSucc Fin.castSucc = hSmall d ∧
      xBig.submatrix Fin.castSucc Fin.castSucc = xSmall := by
  constructor <;> ext i j <;> fin_cases i <;> fin_cases j <;> rfl
```

## (b) Completeness of an orthonormal eigenbasis

Show that for any two basis functions i and j

Σ_k v_k(i) v_k(j) = δ_ij.

**Solution.** Let V be the square matrix whose rows are the v_k. Orthonormality says V Vᵀ = 1. For a square matrix a right inverse is also a left inverse, so Vᵀ V = 1, and its (i, j) entry is the claim. The exchange of the two factors is `mul_eq_one_comm`.

```lean
/-- Completeness: the projectors on the states of an orthonormal eigenbasis sum to one. -/
theorem IsEigenbasis.complete {H : Matrix n n ℝ} {E : n → ℝ} {v : n → n → ℝ}
    (h : IsEigenbasis H E v) (i j : n) :
    ∑ k, v k i * v k j = if i = j then 1 else 0 := by
  have h1 : Matrix.of v * (Matrix.of v)ᵀ = 1 := by
    ext k l
    simpa [Matrix.mul_apply, Matrix.one_apply, dotProduct] using h.orthonormal k l
  have h2 : (Matrix.of v)ᵀ * Matrix.of v = 1 := mul_eq_one_comm.mp h1
  have h3 := congrFun (congrFun h2 i) j
  simpa [Matrix.mul_apply, Matrix.one_apply] using h3
```

## (c) States and an uncoupled basis function

Let row m of H be zero except for the diagonal entry d. Show that for every state k

v_k(m) = 0 or E_k = d.

**Solution.** Row m of H v_k = E_k v_k reads d v_k(m) = E_k v_k(m). If v_k(m) is not zero, divide by it. In this lemma d may have any sign.

```lean
/-- If `H` leaves the basis function `m` uncoupled at energy `d`, every eigenstate either has
no component on `m` or has energy `d`. -/
theorem IsEigenbasis.uncoupled {H : Matrix n n ℝ} {E : n → ℝ} {v : n → n → ℝ}
    (h : IsEigenbasis H E v) {m : n} {d : ℝ} (hm : ∀ j, H m j = if j = m then d else 0)
    (k : n) : v k m = 0 ∨ E k = d := by
  have e : (H *ᵥ v k) m = d * v k m := by
    simp [Matrix.mulVec, dotProduct, hm]
  rw [h.eigen k] at e
  have e' : E k * v k m = d * v k m := e
  by_cases hz : v k m = 0
  · exact Or.inl hz
  · exact Or.inr (mul_right_cancel₀ hz e')
```

## (d) The sum over states collapses to one term

Keep the uncoupled function m of part (c). Suppose that X v_g = a e_m and that E_g < d. Show that

α = 2a² / (d − E_g).

**Solution.** The numerators contain v_k · X v_g = a v_k(m). By part (c), either v_k(m) = 0 and the term vanishes, or E_k = d. In both cases the term equals

a² v_k(m)² / (d − E_g).

Since E_g ≠ d, part (c) also gives v_g(m) = 0, so the missing term k = g can be put back at no cost. By part (b) the full sum of v_k(m)² is 1, and the factor 2 completes the result. In the code `hterm` rewrites each term and `hsum` evaluates the remaining sum.

```lean
/-- If the perturbation carries the state `g` into `a` times a basis function `m` that `H`
leaves uncoupled at an energy `d` above `E g`, the sum over states is `2a²/(d - E g)`. -/
theorem polarizability_single {H X : Matrix n n ℝ} {E : n → ℝ} {v : n → n → ℝ}
    (h : IsEigenbasis H E v) {g m : n} {a d : ℝ}
    (hm : ∀ j, H m j = if j = m then d else 0)
    (hX : ∀ j, (X *ᵥ v g) j = if j = m then a else 0) (hd : E g < d) :
    polarizability X E v g = 2 * a ^ 2 / (d - E g) := by
  have hgm : v g m = 0 := (h.uncoupled hm g).resolve_right hd.ne
  have hdot : ∀ k, v k ⬝ᵥ X *ᵥ v g = v k m * a := by
    intro k
    simp [dotProduct, hX]
  -- only states of energy d have an amplitude on m
  have hterm : ∀ k, (v k ⬝ᵥ X *ᵥ v g) ^ 2 / (E k - E g)
      = a ^ 2 / (d - E g) * (v k m * v k m) := by
    intro k
    rw [hdot]
    rcases h.uncoupled hm k with hz | hz
    · simp [hz]
    · rw [hz]
      ring
  have hsum : ∑ k ∈ Finset.univ.erase g, v k m * v k m = 1 := by
    rw [Finset.sum_erase _ (by simp [hgm]), h.complete]
    simp
  unfold polarizability
  rw [Finset.sum_congr rfl (fun k _ => hterm k), ← Finset.mul_sum, hsum]
  ring
```

## (e) The polarizability in the small basis

Let g be a state of lowest energy in the basis e₀, e₁, with d > 0. Show that

α_small = 2/d.

**Solution.** Both basis functions are uncoupled, at energies 0 and d. If E_g were positive, every energy would be positive, and part (c) would give v_k(0) = 0 for all k, against completeness. So E_g ≤ 0 < d, and part (c) gives v_g(1) = 0. Normalization then gives v_g(0)² = 1, and a further use of part (c) gives E_g = 0.

The ground state is therefore e₀ up to sign, and X v_g = v_g(0) e₁. Part (d) with a = v_g(0) yields 2/d. The Lean proof takes the same steps, so it holds for either sign and either order of the states.

```lean
/-- In the basis `e₀, e₁` with `d > 0` the ground-state polarizability is `2/d`. -/
theorem small_basis_value {d : ℝ} (hd : 0 < d) {E : Fin 2 → ℝ} {v : Fin 2 → Fin 2 → ℝ}
    (h : IsEigenbasis (hSmall d) E v) {g : Fin 2} (hg : ∀ k, E g ≤ E k) :
    polarizability xSmall E v g = 2 / d := by
  have h0 : ∀ j, hSmall d 0 j = if j = 0 then 0 else 0 := by
    intro j; fin_cases j <;> simp [hSmall]
  have h1 : ∀ j, hSmall d 1 j = if j = 1 then d else 0 := by
    intro j; fin_cases j <;> simp [hSmall]
  have hE : E g ≤ 0 := by
    by_contra hc
    have hv : ∀ k, v k 0 = 0 := fun k =>
      (h.uncoupled h0 k).resolve_right (lt_of_lt_of_le (not_le.mp hc) (hg k)).ne'
    have := h.complete 0 0
    simp [hv] at this
  have hv1 : v g 1 = 0 := (h.uncoupled h1 g).resolve_right (hE.trans_lt hd).ne
  have hn : v g 0 * v g 0 = 1 := by
    have := h.orthonormal g g
    simpa only [dotProduct, Fin.sum_univ_two, hv1, mul_zero, add_zero, if_true] using this
  have hE0 : E g = 0 := (h.uncoupled h0 g).resolve_left fun hz => by simp [hz] at hn
  rw [polarizability_single h (a := v g 0) h1
    (by intro j; fin_cases j <;>
          simp [xSmall, Matrix.mulVec, dotProduct, Fin.sum_univ_two, hv1])
    (hE.trans_lt hd), hE0, pow_two, hn]
  simp
```

## (f) The first row of the eigenvalue equation

Show that every state k in the large basis satisfies

c v_k(2) = E_k v_k(0).

**Solution.** The first row of H_big is (0, 0, c), so the component of H_big v_k on e₀ is c v_k(2). It must equal E_k v_k(0).

```lean
variable {c d f : ℝ} {E : Fin 3 → ℝ} {v : Fin 3 → Fin 3 → ℝ}

/-- The `e₀` row of the eigenvalue equation in the large basis. -/
theorem row_zero (h : IsEigenbasis (hBig c d f) E v) (k : Fin 3) :
    c * v k 2 = E k * v k 0 := by
  have e : (hBig c d f *ᵥ v k) 0 = c * v k 2 := by
    simp [hBig, Matrix.mulVec, dotProduct, Fin.sum_univ_three]
  rw [h.eigen k] at e
  exact e.symm
```

## (g) The ground energy in the large basis is negative

For c ≠ 0 and a state g of lowest energy in the large basis, show that

E_g < 0.

**Solution.** Suppose instead that all E_k ≥ 0. The mean energy of e₀ is

Σ_k E_k v_k(0)² = c Σ_k v_k(2) v_k(0) = 0,

by parts (f) and (b). No term is negative, so each one vanishes, and E_k v_k(0) = 0 for every k. Part (f) then gives c v_k(2) = 0, hence v_k(2) = 0 for every k. No state would have a component on e₂, which contradicts completeness. In Lean `hs` is the vanishing mean energy and `hv` the vanishing components.

```lean
/-- For `c ≠ 0` the ground-state energy in the large basis is negative. -/
theorem ground_energy_neg (hc : c ≠ 0) (h : IsEigenbasis (hBig c d f) E v)
    {g : Fin 3} (hg : ∀ k, E g ≤ E k) : E g < 0 := by
  by_contra hneg
  have hE : ∀ k, 0 ≤ E k := fun k => (not_lt.mp hneg).trans (hg k)
  -- the mean energy of e₀ vanishes
  have hs : ∑ k, E k * (v k 0 * v k 0) = 0 := by
    calc ∑ k, E k * (v k 0 * v k 0) = ∑ k, c * (v k 2 * v k 0) :=
          Finset.sum_congr rfl fun k _ => by linear_combination (-(v k 0)) * row_zero h k
      _ = 0 := by
          rw [← Finset.mul_sum, h.complete]
          simp
  have hv : ∀ k, v k 2 = 0 := by
    intro k
    have hz := (Finset.sum_eq_zero_iff_of_nonneg
      (fun k _ => mul_nonneg (hE k) (mul_self_nonneg (v k 0)))).mp hs k (Finset.mem_univ k)
    have hq : (c * v k 2) ^ 2 = 0 := by
      linear_combination (c * v k 2 + E k * v k 0) * row_zero h k + E k * hz
    exact (mul_eq_zero.mp ((pow_eq_zero_iff two_ne_zero).mp hq)).resolve_left hc
  have := h.complete 2 2
  simp [hv] at this
```

## (h) The ground state is nondegenerate

For c ≠ 0 and d > 0, show that every state k ≠ g in the large basis satisfies

E_g < E_k.

**Solution.** Suppose E_k = E_g. Both energies are negative by part (g), so neither equals d, and part (c) gives v_k(1) = v_g(1) = 0. By part (f) each vector has v(2) = (E_g/c) v(0). Its component v(0) cannot vanish, or the whole vector would. But orthogonality demands

0 = v_k · v_g = v_k(0) v_g(0) (1 + E_g²/c²),

and no factor on the right is zero. The code works with this equation multiplied by c², under the name `hp`.

```lean
/-- For `c ≠ 0` and `d > 0` the ground state in the large basis is nondegenerate. -/
theorem ground_nondegenerate (hc : c ≠ 0) (hd : 0 < d) (h : IsEigenbasis (hBig c d f) E v)
    {g : Fin 3} (hg : ∀ k, E g ≤ E k) {k : Fin 3} (hkg : k ≠ g) : E g < E k := by
  refine lt_of_le_of_ne (hg k) fun heq => ?_
  have hE := ground_energy_neg hc h hg
  have hk : E k < 0 := by linarith
  have hv1 : ∀ i, E i < 0 → v i 1 = 0 := fun i hi =>
    (h.uncoupled (m := 1) (d := d) (by intro j; fin_cases j <;> simp [hBig]) i).resolve_right
      (hi.trans hd).ne
  have hv0 : ∀ i, E i < 0 → v i 0 ≠ 0 := by
    intro i hi hz
    have r := row_zero h i
    rw [hz, mul_zero] at r
    have h2 := (mul_eq_zero.mp r).resolve_left hc
    have := h.orthonormal i i
    simp [dotProduct, Fin.sum_univ_three, hz, hv1 i hi, h2] at this
  have r' := row_zero h k
  rw [← heq] at r'
  have ho : v k 0 * v g 0 + v k 1 * v g 1 + v k 2 * v g 2 = 0 := by
    have := h.orthonormal k g
    simpa only [dotProduct, Fin.sum_univ_three, if_neg hkg] using this
  -- two such states would be parallel, against orthogonality
  have hp : v k 0 * v g 0 * (c ^ 2 + E g ^ 2) = 0 := by
    linear_combination c ^ 2 * ho - c ^ 2 * v k 1 * hv1 g hE - c * v g 2 * r'
      - E g * v k 0 * row_zero h g
  have hS : 0 < c ^ 2 + E g ^ 2 := by positivity
  exact mul_ne_zero (mul_ne_zero (hv0 k hk) (hv0 g hE)) hS.ne' hp
```

## (i) The larger basis gives the smaller polarizability

For c ≠ 0, d > 0 and any real f, compare the ground-state polarizabilities in the two bases. Show that

α_big < α_small = 2/d.

**Solution.** In the large basis E_g < 0 < d, so part (c) gives v_g(1) = 0 and X v_g = v_g(0) e₁. Part (d) applies again:

α_big = 2 v_g(0)² / (d − E_g).

Normalization gives v_g(0)² ≤ 1, and E_g < 0 gives d − E_g > d. Hence

α_big ≤ 2/(d − E_g) < 2/d.

The better ground state lies lower, so its gap to e₁ is wider, and mixing with e₂ reduces its weight on e₀, the only function from which it can respond.

In the theorem, `h` and `h'` supply eigenbases of the two Hamiltonians, and `hg` and `hg'` say that g and g' have lowest energy. The conclusion holds for every such choice. The proof clears the denominators with `div_lt_div_iff₀` and leaves the two estimates to `nlinarith`. The condition c ≠ 0 is needed for strictness: with c = 0 and f > 0 the ground state remains e₀ and the two values coincide.

For electronic-structure calculations this means that a larger basis does not by itself guarantee a larger polarizability, since the guarantee already fails in this three-function model with all states summed.

```lean
/-- For `c ≠ 0` and `d > 0`, adding `e₂` lowers the ground-state polarizability strictly below its
value `2/d` in the basis `e₀, e₁`. -/
theorem adding_function_lowers_polarizability (hc : c ≠ 0) (hd : 0 < d)
    (h : IsEigenbasis (hBig c d f) E v) {g : Fin 3} (hg : ∀ k, E g ≤ E k)
    {E' : Fin 2 → ℝ} {v' : Fin 2 → Fin 2 → ℝ} (h' : IsEigenbasis (hSmall d) E' v')
    {g' : Fin 2} (hg' : ∀ k, E' g' ≤ E' k) :
    polarizability xBig E v g < polarizability xSmall E' v' g' ∧
      polarizability xSmall E' v' g' = 2 / d := by
  have hs := small_basis_value hd h' hg'
  refine ⟨?_, hs⟩
  have hE := ground_energy_neg hc h hg
  have hgap : 0 < d - E g := by linarith
  have hm : ∀ j, hBig c d f 1 j = if j = 1 then d else 0 := by
    intro j; fin_cases j <;> simp [hBig]
  have hv1 : v g 1 = 0 := (h.uncoupled hm g).resolve_right (hE.trans hd).ne
  have hn : v g 0 * v g 0 + v g 1 * v g 1 + v g 2 * v g 2 = 1 := by
    have := h.orthonormal g g
    simpa only [dotProduct, Fin.sum_univ_three, if_true] using this
  have hle : v g 0 ^ 2 ≤ 1 := by nlinarith [sq_nonneg (v g 1), sq_nonneg (v g 2)]
  rw [hs, polarizability_single h (a := v g 0) hm
    (by intro j; fin_cases j <;>
          simp [xBig, Matrix.mulVec, dotProduct, Fin.sum_univ_three, hv1])
    (hE.trans hd), div_lt_div_iff₀ hgap hd]
  -- the weight on e₀ is at most one and the gap exceeds d
  nlinarith [mul_le_mul_of_nonneg_left hle hd.le]
```

## (j) An explicit eigenbasis

Take c = 12, f = 7 and d > 0. Verify that H_big v_k = E_k v_k holds for the orthonormal states

E₀ = −9, v₀ = (4/5, 0, −3/5)
E₁ = d, v₁ = (0, 1, 0)
E₂ = 16, v₂ = (3/5, 0, 4/5)

and that −9 is the lowest energy.

**Solution.** The function e₁ is an eigenvector by itself. On e₀ and e₂ the energies solve

λ² − 7λ − 144 = (λ − 16)(λ + 9) = 0.

Part (f) fixes the ratio v(2)/v(0) = λ/12, which is −3/4 for λ = −9 and 4/3 for λ = 16. Normalizing gives the vectors above. Since d > 0, the lowest of the three energies is −9. The assumptions of part (i) on the large basis are thus met by a concrete case; for d = 1, the formula found there gives α_big = 0.128, against α_small = 2.

```lean
/-- For `c = 12`, `f = 7` and `d > 0`, an explicit eigenbasis of the large Hamiltonian, with
the state of energy `-9` as ground state. -/
theorem eigenbasis_witness {d : ℝ} (hd : 0 < d) :
    IsEigenbasis (hBig 12 d 7) ![-9, d, 16]
      ![![4 / 5, 0, -3 / 5], ![0, 1, 0], ![3 / 5, 0, 4 / 5]] ∧
    ∀ k : Fin 3, -9 ≤ (![-9, d, 16] : Fin 3 → ℝ) k := by
  refine ⟨⟨?_, ?_⟩, ?_⟩
  · intro k l
    fin_cases k <;> fin_cases l <;> simp [dotProduct, Fin.sum_univ_three] <;> norm_num
  · intro k
    ext i
    fin_cases k <;> fin_cases i <;>
      simp [hBig, Matrix.mulVec, dotProduct, Fin.sum_univ_three] <;> norm_num
  · intro k
    fin_cases k <;> simp <;> linarith

end

end PolarizabilityNotVariational
```

```lean
#print axioms PolarizabilityNotVariational.truncation
-- 'PolarizabilityNotVariational.truncation' depends on axioms: [propext, Classical.choice, Quot.sound]
#print axioms PolarizabilityNotVariational.ground_nondegenerate
-- 'PolarizabilityNotVariational.ground_nondegenerate' depends on axioms: [propext, Classical.choice, Quot.sound]
#print axioms PolarizabilityNotVariational.adding_function_lowers_polarizability
-- 'PolarizabilityNotVariational.adding_function_lowers_polarizability' depends on axioms: [propext, Classical.choice, Quot.sound]
```
